# First-order free-energy error on finitely many states: at most $\beta(b-a)^2/8$ for $\beta>0$ and $a\le\Delta U\le b$, with a sharp constant

## Ensemble, average and error

Configurations $x$ form a finite set, the Lean type `ι`. An energy $U$ or an observable $A$ is a real function on it, and $\beta=1/(k_BT)$ is the inverse temperature, with $k_B$ Boltzmann's constant and $T$ the temperature. Each configuration counts once, so a degenerate level appears as several elements of `ι`.

```lean
import Mathlib

open Real Filter Topology

namespace FirstOrderPerturbationBound

noncomputable section

variable {ι : Type*} [Fintype ι]
```

The partition function, the Boltzmann average and the free energy are
$$Z(U)=\sum_x e^{-\beta U(x)},\qquad \langle A\rangle_U=\frac{1}{Z(U)}\sum_x e^{-\beta U(x)}A(x),\qquad F(U)=-\frac1\beta\log Z(U).$$

```lean
/-- Partition function of the energy `U` at inverse temperature `β`. -/
def Z (β : ℝ) (U : ι → ℝ) : ℝ := ∑ x, exp (-β * U x)

/-- Boltzmann average of the observable `A` in the ensemble with energy `U`. -/
def avg (β : ℝ) (U A : ι → ℝ) : ℝ := (∑ x, exp (-β * U x) * A x) / Z β U

/-- Free energy `-(1/β) log Z`. -/
def freeEnergy (β : ℝ) (U : ι → ℝ) : ℝ := -(1 / β) * log (Z β U)
```

A reference energy $U_0$ (`U0`) is changed to $U_0+\Delta U$, with $\Delta U$ written `dU`. The exact change is $\Delta F=F(U_0+\Delta U)-F(U_0)$. First-order perturbation theory replaces it by $\langle\Delta U\rangle_0$, the average in the reference ensemble, and the signed error is $\varepsilon=\langle\Delta U\rangle_0-\Delta F$.

```lean
/-- Free-energy change on going from the energy `U0` to `U0 + dU`. -/
def dF (β : ℝ) (U0 dU : ι → ℝ) : ℝ :=
  freeEnergy β (fun x => U0 x + dU x) - freeEnergy β U0

/-- Error of first-order perturbation theory, `⟨dU⟩₀ - dF`. -/
def firstOrderError (β : ℝ) (U0 dU : ι → ℝ) : ℝ := avg β U0 dU - dF β U0 dU
```

The result is $\varepsilon\le\beta(b-a)^2/8$ for a nonempty set, $\beta>0$ and real numbers $a,b$ with $a\le\Delta U(x)\le b$ at every $x$, together with a two-state family showing that no constant below $1/8$ works. The inequality is Hoeffding's lemma for the case of a finite Boltzmann distribution. It bears on free-energy perturbation, for instance from a force field to an electronic-structure energy, for classical weights on finitely many configurations: continuous phase space and non-commuting operators $H_0$, $\Delta H$ are not covered. The counterexamples and side remarks in the prose below are argued informally, and the compiled statements are those displayed as code.

## Finitely many states, at least one

Finiteness fits a finite lattice with finitely many states per site, a coordinate on a finite grid or a stored set of snapshots. It makes every average a finite sum, whereas on an infinite set $Z$ and $\langle e^{-\beta\Delta U}\rangle_0$ could diverge and would need conditions of their own. Nonemptiness says that the system has a state to be in. A nonempty sum of positive exponentials is positive, so $Z>0$, which permits the division in $\langle A\rangle_U$ and the logarithm in $F$.

```lean
/-- The partition function of a nonempty set of states is positive. -/
theorem Z_pos [Nonempty ι] (β : ℝ) (U : ι → ℝ) : 0 < Z β U :=
  Finset.sum_pos (fun _ _ => exp_pos _) Finset.univ_nonempty
```

Two properties of the average follow. For constants $c,d$, splitting the sum gives $\langle c+dA\rangle_U=c\,Z/Z+d\langle A\rangle_U=c+d\langle A\rangle_U$, and `avg_affine` uses `Z_pos` in the step `div_self hZ`. If $A\le B$ at every configuration, multiplying by positive weights, summing and dividing by $Z$ gives $\langle A\rangle_U\le\langle B\rangle_U$.

```lean
/-- The Boltzmann average of `c + d A` is `c + d ⟨A⟩`. -/
theorem avg_affine [Nonempty ι] (β : ℝ) (U : ι → ℝ) (c d : ℝ) (A : ι → ℝ) :
    avg β U (fun x => c + d * A x) = c + d * avg β U A := by
  have hZ := (Z_pos β U).ne'
  have h : ∑ x, exp (-β * U x) * (c + d * A x)
      = c * Z β U + d * ∑ x, exp (-β * U x) * A x := by
    simp only [Z, Finset.mul_sum, ← Finset.sum_add_distrib]
    exact Finset.sum_congr rfl fun x _ => by ring
  simp only [avg]
  rw [h, add_div, mul_div_assoc, mul_div_assoc, div_self hZ, mul_one]

/-- If `A ≤ B` in every state, then `⟨A⟩ ≤ ⟨B⟩`. -/
theorem avg_mono [Nonempty ι] (β : ℝ) (U : ι → ℝ) {A B : ι → ℝ} (h : ∀ x, A x ≤ B x) :
    avg β U A ≤ avg β U B :=
  div_le_div_of_nonneg_right
    (Finset.sum_le_sum fun x _ => mul_le_mul_of_nonneg_left (h x) (exp_pos _).le)
    (Z_pos β U).le
```

On an empty set Lean's conventions $0/0=0$ and $\log 0=0$ make every average and free energy zero, so the identity of the next theorem would read $1=0$. A single configuration is allowed: there $\Delta F=\Delta U$ and $\varepsilon=0$.

## Nonzero $\beta$ and the exponential average

The free energy carries the factor $1/\beta$, so $\beta=0$, infinite temperature, leaves it undefined. For $\beta\ne0$ the factor cancels:
$$-\beta\,\Delta F=\log Z(U_0+\Delta U)-\log Z(U_0),$$
and exponentiating gives the Zwanzig identity
$$e^{-\beta\Delta F}=\frac{\sum_x e^{-\beta U_0(x)}\,e^{-\beta\Delta U(x)}}{Z(U_0)}=\langle e^{-\beta\Delta U}\rangle_0 .$$
In `zwanzig` the cancellation is the `field_simp` call, which needs `hβ : β ≠ 0`. The step `hs` factorises each Boltzmann weight, and `exp_log` removes the two logarithms using $Z>0$. The sign of $\beta$ plays no part yet.

```lean
/-- Zwanzig identity, for `β ≠ 0` and a nonempty set of states: `exp(-β dF) = ⟨exp(-β dU)⟩₀`. -/
theorem zwanzig [Nonempty ι] {β : ℝ} (hβ : β ≠ 0) (U0 dU : ι → ℝ) :
    exp (-β * dF β U0 dU) = avg β U0 (fun x => exp (-β * dU x)) := by
  have h : -β * dF β U0 dU = log (Z β (fun x => U0 x + dU x)) - log (Z β U0) := by
    simp only [dF, freeEnergy]
    field_simp
    ring
  have hs : Z β (fun x => U0 x + dU x) = ∑ x, exp (-β * U0 x) * exp (-β * dU x) :=
    Finset.sum_congr rfl fun x _ => by
      rw [← exp_add]
      congr 1
      ring
  rw [h, exp_sub, exp_log (Z_pos _ _), exp_log (Z_pos _ _), hs]
  rfl
```

## Nonnegative weight and gap in the two-level estimate

The general bound reduces to an inequality in two real numbers, $p$ and $h$. Physically $p$ is the weight of the lower of two perturbation values and $h$ is their distance in units of $k_BT$. Put $D(y)=1-p+pe^{y}$ for $y\ge0$; Lean calls this variable `x`. The claim is $D(h)\le e^{ph+h^2/8}$.

Since $D(y)=1+p(e^y-1)$, the conditions $p\ge0$ and $y\ge0$ give $D(y)\ge1$. Define $g(y)=py+y^2/8-\log D(y)$. Then
$$g'(y)=p+\frac y4-\frac{pe^y}{D(y)},\qquad g''(y)=\frac14-\frac{pe^{y}D(y)-(pe^{y})^2}{D(y)^2}=\frac14-\frac{(1-p)\,pe^y}{D(y)^2}.$$
The identity $D(y)^2-4(1-p)pe^y=(1-p-pe^y)^2\ge0$ shows $g''\ge0$. Because $D(0)=1$, both $g'(0)=0$ and $g(0)=0$. Integrating from $0$ gives $g'\ge0$ on the half line, and integrating again gives $g(h)\ge0$, which is the claim.

Each integration is one use of `nonneg_of_deriv`. For $h>0$ the mean value theorem gives a point $c\in(0,h)$ with $f'(c)=(f(h)-f(0))/h$, so $f(0)=0$ and $f'\ge0$ force $f(h)\ge0$. The condition $h\ge0$ fixes the direction, since $f(y)=y$ is negative for $y<0$.

```lean
/-- A function that vanishes at zero and has a nonnegative derivative on the half line
is nonnegative there. -/
theorem nonneg_of_deriv (f f' : ℝ → ℝ) (hf : ∀ x, 0 ≤ x → HasDerivAt f (f' x) x)
    (hf' : ∀ x, 0 ≤ x → 0 ≤ f' x) (h0 : f 0 = 0) (h : ℝ) (hh : 0 ≤ h) : 0 ≤ f h := by
  rcases hh.eq_or_lt with heq | hpos
  · rw [← heq, h0]
  · obtain ⟨c, hc, hslope⟩ := exists_hasDerivAt_eq_slope f f' hpos
      (fun x hx => (hf x hx.1).continuousAt.continuousWithinAt)
      (fun x hx => hf x hx.1.le)
    have h1 := hf' c hc.1.le
    rw [hslope, h0, sub_zero, sub_zero, le_div_iff₀ hpos, zero_mul] at h1
    exact h1
```

In `two_level`, `hD` is the positivity of $D$ and the only place where `hp` enters. The step `h2` is $g''\ge0$, with the square above as the hint to `nlinarith`, while `h1` and `h0` are $g'\ge0$ and $g(h)\ge0$. No upper limit on $p$ is assumed, because neither the positivity nor the square requires one.

```lean
/-- Two-level bound: for `p ≥ 0` and `h ≥ 0`, `1 - p + p exp h ≤ exp(p h + h²/8)`. -/
theorem two_level {p h : ℝ} (hp : 0 ≤ p) (hh : 0 ≤ h) :
    1 - p + p * exp h ≤ exp (p * h + h ^ 2 / 8) := by
  have hD : ∀ x : ℝ, 0 ≤ x → 0 < 1 - p + p * exp x := fun x hx => by
    have := one_le_exp hx
    nlinarith [mul_nonneg hp (sub_nonneg.2 this)]
  have dD : ∀ x : ℝ, HasDerivAt (fun x => 1 - p + p * exp x) (p * exp x) x := fun x =>
    ((hasDerivAt_exp x).const_mul p).const_add (1 - p)
  -- the second derivative of the logarithm is at most 1/4
  have h2 : ∀ x : ℝ, 0 ≤ x → 0 ≤ 1 / 4 -
      (p * exp x * (1 - p + p * exp x) - p * exp x * (p * exp x))
        / (1 - p + p * exp x) ^ 2 := fun x hx => by
    rw [sub_nonneg, div_le_iff₀ (pow_pos (hD x hx) 2)]
    nlinarith [sq_nonneg (1 - p - p * exp x)]
  -- integrate once
  have h1 : ∀ x : ℝ, 0 ≤ x → 0 ≤ p + x / 4 - p * exp x / (1 - p + p * exp x) :=
    nonneg_of_deriv (fun x => p + x / 4 - p * exp x / (1 - p + p * exp x)) _
      (fun x hx => (((hasDerivAt_id' x).div_const 4).const_add p).fun_sub
        (((hasDerivAt_exp x).const_mul p).fun_div (dD x) (hD x hx).ne'))
      h2 (by simp)
  -- integrate twice
  have h0 : 0 ≤ p * h + h * h / 8 - log (1 - p + p * exp h) :=
    nonneg_of_deriv (fun x => p * x + x * x / 8 - log (1 - p + p * exp x))
      (fun x => p + x / 4 - p * exp x / (1 - p + p * exp x))
      (fun x hx => ((((hasDerivAt_id' x).const_mul p).fun_add
        (((hasDerivAt_id' x).fun_mul (hasDerivAt_id' x)).div_const 8)).fun_sub
        ((dD x).log (hD x hx).ne')).congr_deriv (by ring))
      h1 (by simp) h hh
  exact (log_le_iff_le_exp (hD h hh)).1 (by nlinarith [h0])
```

## Bounds on the perturbation and positive temperature

The hypothesis $a\le\Delta U(x)\le b$ confines the energy change of every configuration, however small its Boltzmann weight. On a finite nonempty set it always holds with $a=\min\Delta U$ and $b=\max\Delta U$, which give the smallest right side. Any one configuration yields $a\le b$.

Write $\Delta U(x)=b-(b-a)s(x)$, with $s=(b-\Delta U)/(b-a)$ if $a<b$ and $s=0$ if $a=b$. The upper bound gives $s\ge0$ and the lower bound gives $s\le1$. Set $h=\beta(b-a)$ and $p=\langle s\rangle_0$. Then $h\ge0$ because $\beta>0$, $p\ge0$ because $s\ge0$, and $\langle\Delta U\rangle_0=b-(b-a)p$. For $0\le s\le1$ the convex exponential lies below its chord between $0$ and $h$, so
$$e^{-\beta\Delta U(x)}=e^{-\beta b}e^{s(x)h}\le e^{-\beta b}\left(1-s(x)+s(x)e^{h}\right).$$
The right side is affine in $s$. Averaging, with the Zwanzig identity on the left and the two-level estimate on the right, gives
$$e^{-\beta\Delta F}\le e^{-\beta b}\left(1-p+pe^h\right)\le e^{-\beta b+ph+h^2/8}.$$
Comparing exponents and using $-\beta b+ph=-\beta\langle\Delta U\rangle_0$ gives $\beta\varepsilon\le\beta^2(b-a)^2/8$, and division by $\beta>0$ finishes the argument.

The theorem `firstOrderError_le` reads: for any finite nonempty `ι`, any $\beta>0$, any real $U_0$ and any $\Delta U$ between $a$ and $b$, the error is at most `β * (b - a) ^ 2 / 8`. Here the name `h` denotes the bounds, and the gap is written out as `β * (b - a)`. The steps `hab` and `hex` give $a\le b$ and $s$, `hmean` and `hp` treat $p$, `hpt` is the chord inequality from `convexOn_exp`, and `h1` to `h4` are the averaging, the two-level estimate and the comparison of exponents. Positivity of $\beta$ is used three times: `hβ.ne'` for `zwanzig`, `hβ.le` for the gap, and `le_of_mul_le_mul_left` for the final division.

```lean
/-- For `β > 0` and a nonempty set of states, if the perturbation lies between `a` and `b` in every
state, the first-order error `⟨dU⟩₀ - dF` is at most `β (b - a)² / 8`. -/
theorem firstOrderError_le [Nonempty ι] {β a b : ℝ} (hβ : 0 < β) (U0 dU : ι → ℝ)
    (h : ∀ x, a ≤ dU x ∧ dU x ≤ b) :
    firstOrderError β U0 dU ≤ β * (b - a) ^ 2 / 8 := by
  have hab : a ≤ b := by
    obtain ⟨x⟩ := ‹Nonempty ι›
    exact (h x).1.trans (h x).2
  -- write dU = b - (b - a) s with s in [0, 1]
  have hex : ∀ x, ∃ s : ℝ, 0 ≤ s ∧ s ≤ 1 ∧ dU x = b + -(b - a) * s := fun x => by
    obtain ⟨h1, h2⟩ := h x
    rcases hab.eq_or_lt with heq | hlt
    · exact ⟨0, le_rfl, zero_le_one, by rw [mul_zero]; linarith⟩
    · have hpos : 0 < b - a := sub_pos.2 hlt
      have hne := hpos.ne'
      have e : (b - a) * ((b - dU x) / (b - a)) = b - dU x := by field_simp
      exact ⟨(b - dU x) / (b - a), div_nonneg (by linarith) hpos.le,
        (div_le_one hpos).2 (by linarith), by rw [neg_mul, e]; ring⟩
  choose s hs0 hs1 hs using hex
  have hmean : avg β U0 dU = b + -(b - a) * avg β U0 s := by
    rw [← avg_affine β U0 b (-(b - a)) s]
    exact congrArg _ (funext hs)
  have hp : 0 ≤ avg β U0 s :=
    div_nonneg (Finset.sum_nonneg fun x _ => mul_nonneg (exp_pos _).le (hs0 x))
      (Z_pos β U0).le
  -- convexity: the Boltzmann factor lies below its chord
  have hpt : ∀ x, exp (-β * dU x)
      ≤ exp (-β * b) + exp (-β * b) * (exp (β * (b - a)) - 1) * s x := fun x => by
    have c := convexOn_exp.2 (Set.mem_univ (0 : ℝ)) (Set.mem_univ (β * (b - a)))
      (sub_nonneg.2 (hs1 x)) (hs0 x) (by ring)
    simp only [smul_eq_mul, mul_zero, zero_add, exp_zero, mul_one] at c
    have e : exp (-β * dU x) = exp (-β * b) * exp (s x * (β * (b - a))) := by
      rw [← exp_add, hs x]
      congr 1
      ring
    rw [e]
    nlinarith [mul_le_mul_of_nonneg_left c (exp_pos (-β * b)).le]
  have h1 : exp (-β * dF β U0 dU)
      ≤ exp (-β * b) + exp (-β * b) * (exp (β * (b - a)) - 1) * avg β U0 s := by
    rw [zwanzig hβ.ne', ← avg_affine β U0 _ _ s]
    exact avg_mono β U0 hpt
  have h2 := two_level hp (mul_nonneg hβ.le (sub_nonneg.2 hab))
  have h3 : exp (-β * dF β U0 dU)
      ≤ exp (-β * b + (avg β U0 s * (β * (b - a)) + (β * (b - a)) ^ 2 / 8)) := by
    rw [exp_add (-β * b)]
    nlinarith [mul_le_mul_of_nonneg_left h2 (exp_pos (-β * b)).le]
  have h4 := exp_le_exp.1 h3
  rw [firstOrderError, hmean]
  refine le_of_mul_le_mul_left ?_ hβ
  nlinarith [h4]
```

The statement is one-sided; the companion inequality $\varepsilon\ge0$, a consequence of Jensen's inequality, is not among these theorems. If a configuration falls outside $[a,b]$ the chord inequality is lost and the bound can fail, as the pair of states below shows with $a=b=0$. When some configurations have a very large $\Delta U$, as with overlapping cores on particle insertion, the bound holds but is too large to be informative.

## Two states of equal weight

Take two states, indexed $0$ and $1$ as in `Fin 2`, with $U_0=0$, so that $Z=2$ and each has probability $1/2$. For a real number $t$ let $\Delta U(0)=t$ and $\Delta U(1)=-t$, written `![t, -t]`. Then $\langle\Delta U\rangle_0=0$ and $\langle e^{-\beta\Delta U}\rangle_0=\tfrac12(e^{-\beta t}+e^{\beta t})=\cosh\beta t$, so $\beta\varepsilon=\log\cosh\beta t$. The theorem evaluates the two averages as `h0` and `h1`, inserting `h0` in the definition of the error and `h1` in `zwanzig`, and $\beta\ne0$ suffices.

```lean
/-- For two equally weighted states with `dU = (t, -t)`, `β` times the first-order error
is `log cosh(β t)`. -/
theorem two_state_error {β : ℝ} (hβ : β ≠ 0) (t : ℝ) :
    β * firstOrderError β (fun _ : Fin 2 => 0) ![t, -t] = log (cosh (β * t)) := by
  have hz := zwanzig hβ (fun _ : Fin 2 => 0) ![t, -t]
  have h1 : avg β (fun _ : Fin 2 => 0) (fun x => exp (-β * ![t, -t] x)) = cosh (β * t) := by
    simp [avg, Z, Fin.sum_univ_two, cosh_eq]
    ring
  have h0 : avg β (fun _ : Fin 2 => 0) ![t, -t] = 0 := by
    simp [avg, Fin.sum_univ_two]
  rw [h1] at hz
  rw [firstOrderError, h0, ← hz, log_exp]
  ring
```

This formula also shows the role of the sign of $\beta$. For $t\neq0$ one has $\log\cosh\beta t<(\beta t)^2/2$, and dividing by a negative $\beta$ gives $\varepsilon>\beta t^2/2$, the reverse of the bound.

From here on $\beta>0$, as the next two theorems assume. The bound for this family is $\beta(t-(-t))^2/8=\beta t^2/2$. With $q=(\beta t)^2/2$ the ratio of error to bound is $R(t)=\log\cosh(\beta t)/q$, defined for $t\ne0$. From above, $\cosh y\le e^{y^2/2}$ for real $y$, by comparing power series with $(2n)!\ge2^n n!$, gives $R\le1$. From below, $\cosh y=1+2\sinh^2(|y|/2)\ge1+y^2/2$, and $\log u\ge1-1/u$ at $u=1+q$ gives $\log\cosh\beta t\ge q/(1+q)$. Hence
$$\frac{1}{1+(\beta t)^2/2}\le R(t)\le1,$$
and $R\to1$ as $t\to0$.

The filter `𝓝[≠] 0` lets $t$ approach zero from both sides while excluding $t=0$, where error and bound both vanish. The step `hcosh` is the lower estimate of $\cosh$, `key` is the two-sided inequality with `cosh_le_exp_half_sq` for its upper half, and `hc` is the continuity of the lower envelope that the squeeze needs. Equal weights matter: for probabilities $w$ and $1-w$ the second-order term $\tfrac\beta2\operatorname{Var}(\Delta U)=2\beta w(1-w)t^2$ makes the limiting ratio $4w(1-w)$, which is below $1$ unless $w=1/2$.

```lean
/-- For two equally weighted states with `dU = (t, -t)`, the ratio of the first-order
error to `β (t - (-t))² / 8` tends to one as `t ≠ 0` tends to zero. -/
theorem two_state_ratio_tendsto {β : ℝ} (hβ : 0 < β) :
    Tendsto (fun t : ℝ => firstOrderError β (fun _ : Fin 2 => 0) ![t, -t]
      / (β * (t - -t) ^ 2 / 8)) (𝓝[≠] 0) (𝓝 1) := by
  have hβ' := hβ.ne'
  have hcosh : ∀ x : ℝ, 1 + x ^ 2 / 2 ≤ cosh x := fun x => by
    have h1 : |x| / 2 ≤ sinh (|x| / 2) := self_le_sinh_iff.2 (by positivity)
    have h2 : cosh x = cosh (|x| / 2) ^ 2 + sinh (|x| / 2) ^ 2 := by
      rw [← cosh_two_mul, ← cosh_abs x]
      congr 1
      ring
    have h4 := pow_le_pow_left₀ (by positivity) h1 2
    nlinarith [cosh_sq (|x| / 2), sq_abs x]
  have hq : ∀ q : ℝ, 0 < q → 1 / (1 + q) * q = 1 - (1 + q)⁻¹ := fun q hq => by
    field_simp
    ring
  -- the ratio lies between 1 / (1 + (β t)² / 2) and 1
  have key : ∀ t : ℝ, t ≠ 0 →
      1 / (1 + (β * t) ^ 2 / 2) ≤ firstOrderError β (fun _ : Fin 2 => 0) ![t, -t]
        / (β * (t - -t) ^ 2 / 8) ∧
      firstOrderError β (fun _ : Fin 2 => 0) ![t, -t] / (β * (t - -t) ^ 2 / 8) ≤ 1 := by
    intro t ht
    have hx : 0 < (β * t) ^ 2 / 2 := by positivity
    have hd : β * (t - -t) ^ 2 / 8 = β * t ^ 2 / 2 := by ring
    have hr : firstOrderError β (fun _ : Fin 2 => 0) ![t, -t] / (β * (t - -t) ^ 2 / 8)
        = log (cosh (β * t)) / ((β * t) ^ 2 / 2) := by
      rw [hd, ← two_state_error hβ' t]
      field_simp
    have hu : 0 < 1 + (β * t) ^ 2 / 2 := by linarith
    rw [hr]
    constructor
    · rw [le_div_iff₀ hx, hq _ hx]
      exact (one_sub_inv_le_log_of_pos hu).trans (log_le_log hu (hcosh _))
    · exact (div_le_one hx).2
        ((log_le_iff_le_exp (cosh_pos _)).2 (cosh_le_exp_half_sq _))
  have hc : Continuous fun t : ℝ => 1 / (1 + (β * t) ^ 2 / 2) :=
    continuous_const.div (by fun_prop) (fun t => by positivity)
  refine tendsto_of_tendsto_of_tendsto_of_le_of_le'
    ((hc.tendsto' 0 1 (by simp)).mono_left nhdsWithin_le_nhds) tendsto_const_nhds ?_ ?_
  · filter_upwards [self_mem_nhdsWithin] with t ht using (key t ht).1
  · filter_upwards [self_mem_nhdsWithin] with t ht using (key t ht).2
```

The hypothesis of `constant_optimal` is that, at one fixed $\beta>0$, a constant $c$ satisfies $\varepsilon\le c\,\beta(2t)^2$ for every $t>0$. Any $c$ valid as a general bound $c\,\beta(b-a)^2$ has this property, by taking $a=-t$ and $b=t$. Dividing by $\beta(2t)^2/8>0$ gives $R(t)\le8c$, and the limit along `𝓝[>] (0 : ℝ)` gives $1\le8c$, the step `h8`. Sharpness is thus a statement about small $t$. At a single large $t$ a much smaller $c$ serves, since $\varepsilon\le|t|$ while the bound grows as $t^2$.

```lean
/-- For `β > 0`, if the first-order error of two equally weighted states with `dU = (t, -t)` is at
most `c β (t - (-t))²` for every `t > 0`, then `c ≥ 1/8`. -/
theorem constant_optimal {β c : ℝ} (hβ : 0 < β)
    (h : ∀ t : ℝ, 0 < t →
      firstOrderError β (fun _ : Fin 2 => 0) ![t, -t] ≤ c * β * (t - -t) ^ 2) :
    1 / 8 ≤ c := by
  have hsub : 𝓝[>] (0 : ℝ) ≤ 𝓝[≠] 0 :=
    nhdsWithin_mono _ (fun t ht => (Set.mem_Ioi.1 ht).ne')
  have h8 : 1 ≤ 8 * c := by
    refine le_of_tendsto ((two_state_ratio_tendsto hβ).mono_left hsub) ?_
    filter_upwards [self_mem_nhdsWithin] with t ht
    have ht' : 0 < t := ht
    have hw : 0 < t - -t := by linarith
    rw [div_le_iff₀ (div_pos (mul_pos hβ (pow_pos hw 2)) (by norm_num))]
    nlinarith [h t ht']
  linarith

end

end FirstOrderPerturbationBound
```

```lean
#print axioms FirstOrderPerturbationBound.firstOrderError_le
#print axioms FirstOrderPerturbationBound.constant_optimal
```

```
'FirstOrderPerturbationBound.firstOrderError_le' depends on axioms: [propext, Classical.choice, Quot.sound]
'FirstOrderPerturbationBound.constant_optimal' depends on axioms: [propext, Classical.choice, Quot.sound]
```

## Stored frames and coupling windows

A post-processing script reads $N\ge1$ frames sampled from the reference ensemble, evaluates $\Delta U_i$ on frame $i$, and forms the mean $\frac1N\sum_i\Delta U_i$ and the exponential estimate $-\frac1\beta\log\frac1N\sum_i e^{-\beta\Delta U_i}$. With the frames as `ι` and $U_0=0$ these are exactly $\langle\Delta U\rangle_0$ and $\Delta F$, so the mean exceeds the exponential estimate by at most $\beta(\max_i\Delta U_i-\min_i\Delta U_i)^2/8$. A range of $k_BT$ gives at most $k_BT/8$. This compares two estimators on the same data and says nothing about sampling error. If the perturbation is switched on linearly in $n$ equal windows, each with perturbation $\Delta U/n$ and exact averages in its own ensemble, the bound per window is $\beta(b-a)^2/(8n^2)$, and the $n$ bounds add up to $\beta(b-a)^2/(8n)$.
